# In a large enough orbital space, M is an overlap matrix of two orthonormal sets exactly when 1 − M†M is positive semidefinite

To find corresponding orbitals in an unrestricted calculation, one forms the overlap matrix $M$ between the occupied alpha and beta spatial orbitals and takes its singular value decomposition. The singular values are read as overlaps of paired orbitals, so none may exceed 1. Equivalently, $1-M^\dagger M$ must be positive semidefinite. Conversely, every matrix that meets this condition comes from two orthonormal sets, provided that the finite one-particle space has dimension at least $n+k$, where $n$ and $k$ are the sizes of the sets.

```lean
import Mathlib

open Matrix
open scoped ComplexOrder

namespace RealisableOverlap

variable {ι κ n k p : Type*} [Fintype ι] [Fintype κ] [Fintype n] [Fintype k] [Fintype p]
  [DecidableEq n] [DecidableEq k]
```

## Orbital sets as coefficient matrices

Let $A$ and $B$ hold the coefficients of the two sets in an orthonormal basis, one orbital per column. Orthonormality means $A^\dagger A=1$ and $B^\dagger B=1$. In Lean, `ι` labels the basis functions, the finite types `n` and `k` label the orbitals, and `ᴴ` is the dagger.

```lean
/-- The columns of `C` are orthonormal orbitals, expanded in an orthonormal basis
labelled by `ι`. -/
def OrthonormalOrbitals (C : Matrix ι n ℂ) : Prop := Cᴴ * C = 1
```

The matrix $M$ is realisable if such $A$ and $B$ exist with $M=A^\dagger B$, that is, $M_{ij}=\langle a_i|b_j\rangle$ for the orbitals $a_i$ and $b_j$ in their columns.

```lean
/-- `M` is the overlap matrix of two sets of orthonormal orbitals in the one-particle space
with orthonormal basis `ι`. -/
def Realisable (ι : Type*) [Fintype ι] (M : Matrix n k ℂ) : Prop :=
  ∃ (A : Matrix ι n ℂ) (B : Matrix ι k ℂ),
    OrthonormalOrbitals A ∧ OrthonormalOrbitals B ∧ Aᴴ * B = M
```

An atomic-orbital basis is usually not orthonormal. If its overlap matrix is $O$ and the coefficients are $C_\alpha$ and $C_\beta$, setting $A=O^{1/2}C_\alpha$ and $B=O^{1/2}C_\beta$ gives $M=C_\alpha^\dagger O C_\beta$. This orthogonalisation is the step from the Lean model to such a calculation.

## A square root from the eigenvalues

Let $P$ be positive semidefinite, with $P=U\Lambda U^\dagger$, $U$ unitary and $\Lambda=\mathrm{diag}(\lambda_i)$, $\lambda_i\ge 0$. Put $D=\mathrm{diag}(\sqrt{\lambda_i})$ and $S=DU^\dagger$. Then

$$S^\dagger S=UD^\dagger DU^\dagger=U\Lambda U^\dagger=P.$$

Here $S$ is this factor, not the basis overlap that the letter often denotes. In the code, `hPU` is the eigenvalue equation, `hD` is $D^\dagger D=\Lambda$, and the final `calc` is the displayed line.

```lean
/-- Every positive semidefinite matrix is the Gram matrix `Sᴴ S` of the columns of some
square matrix `S`. -/
theorem exists_gram_factor {P : Matrix k k ℂ} (hP : P.PosSemidef) :
    ∃ S : Matrix k k ℂ, Sᴴ * S = P := by
  have hH := hP.isHermitian
  let U : Matrix k k ℂ := hH.eigenvectorUnitary
  let D : Matrix k k ℂ := diagonal fun i => ((Real.sqrt (hH.eigenvalues i) : ℝ) : ℂ)
  have hU : U * Uᴴ = 1 := Matrix.mem_unitaryGroup_iff.mp hH.eigenvectorUnitary.2
  -- the columns of `U` are eigenvectors of `P`
  have hPU : P * U = U * diagonal fun i => ((hH.eigenvalues i : ℝ) : ℂ) := by
    ext i j
    have h := congrFun (hH.mulVec_eigenvectorBasis j) i
    rw [Matrix.mul_diagonal]
    simpa [U, Matrix.mul_apply, Matrix.mulVec, dotProduct, mul_comm,
      Matrix.IsHermitian.eigenvectorUnitary_apply] using h
  have hD : Dᴴ * D = diagonal fun i => ((hH.eigenvalues i : ℝ) : ℂ) := by
    simp only [D, Matrix.diagonal_conjTranspose, Matrix.diagonal_mul_diagonal]
    congr 1
    funext i
    simp only [Pi.star_apply, RCLike.star_def, Complex.conj_ofReal]
    rw [← Complex.ofReal_mul, Real.mul_self_sqrt (hP.eigenvalues_nonneg i)]
  refine ⟨D * Uᴴ, ?_⟩
  calc (D * Uᴴ)ᴴ * (D * Uᴴ) = U * (Dᴴ * D) * Uᴴ := by
        simp only [Matrix.conjTranspose_mul, Matrix.conjTranspose_conjTranspose,
          Matrix.mul_assoc]
    _ = P := by rw [hD, ← hPU, Matrix.mul_assoc, hU, Matrix.mul_one]
```

## Two sets built from M

Split the basis into two blocks. Overlaps add over the blocks:

$$\begin{pmatrix}X\\Y\end{pmatrix}^\dagger\begin{pmatrix}Z\\W\end{pmatrix}=X^\dagger Z+Y^\dagger W.$$

The Lean device here is `fromRows`, which stacks matrices and labels the rows by a sum type such as `n ⊕ p`. A row label records its block, so no index has to be shifted, and `Fintype.sum_sum_type` splits the sum over basis functions into the two block sums.

```lean
omit [Fintype n] [Fintype k] [DecidableEq n] [DecidableEq k] in
/-- In an orthonormal basis split into two blocks, the overlap of two orbital sets is the sum of the
overlaps within the blocks. -/
theorem overlap_fromRows (X : Matrix ι n ℂ) (Y : Matrix p n ℂ)
    (Z : Matrix ι k ℂ) (W : Matrix p k ℂ) :
    (fromRows X Y)ᴴ * fromRows Z W = Xᴴ * Z + Yᴴ * W := by
  ext i j
  simp [Matrix.mul_apply, Fintype.sum_sum_type]
```

Now suppose $S^\dagger S=1-M^\dagger M$ and take

$$A=\begin{pmatrix}1\\0\end{pmatrix},\qquad B=\begin{pmatrix}M\\S\end{pmatrix}.$$

Then $A^\dagger A=1$, $B^\dagger B=M^\dagger M+S^\dagger S=1$ and $A^\dagger B=M$. The three parts of the proof are these three products.

```lean
omit [Fintype k] in
/-- In an orthonormal basis, if `Sᴴ S = 1 - Mᴴ M`, then the first `n` basis functions and the
orbitals with coefficient blocks `M` and `S` are two orthonormal sets with overlap matrix `M`. -/
theorem explicit_orbitals (M : Matrix n k ℂ) (S : Matrix p k ℂ)
    (hS : Sᴴ * S = 1 - Mᴴ * M) :
    OrthonormalOrbitals (fromRows (1 : Matrix n n ℂ) (0 : Matrix p n ℂ)) ∧
      OrthonormalOrbitals (fromRows M S) ∧
      (fromRows (1 : Matrix n n ℂ) (0 : Matrix p n ℂ))ᴴ * fromRows M S = M := by
  refine ⟨?_, ?_, ?_⟩
  · rw [OrthonormalOrbitals, overlap_fromRows]
    simp
  · rw [OrthonormalOrbitals, overlap_fromRows, hS]
    abel
  · rw [overlap_fromRows]
    simp
```

## Moving to a larger space

If a second basis has at least as many functions, choose an injection $e$ of the first set of labels into the second and set $J_{ai}=\delta_{a,e(i)}$. Then $J^\dagger J=1$, so $JA$ and $JB$ remain orthonormal and

$$(JA)^\dagger(JB)=A^\dagger J^\dagger JB=A^\dagger B=M.$$

```lean
omit [Fintype n] [Fintype k] in
/-- An overlap matrix that is realisable in one one-particle space is realisable in every
finite-dimensional one-particle space of at least the same dimension. -/
theorem Realisable.enlarge {M : Matrix n k ℂ} (h : Realisable ι M)
    (hc : Fintype.card ι ≤ Fintype.card κ) : Realisable κ M := by
  classical
  obtain ⟨A, B, hA, hB, hM⟩ := h
  obtain ⟨e⟩ := Function.Embedding.nonempty_of_card_le hc
  -- the isometry that sends basis function `i` to basis function `e i`
  let J : Matrix κ ι ℂ := Matrix.of fun a i => if a = e i then 1 else 0
  have hJ : Jᴴ * J = 1 := by
    ext i j
    rw [Matrix.mul_apply, Finset.sum_eq_single (e i)]
    · simp [J, Matrix.one_apply]
    · intro a _ ha
      simp [J, ha]
    · simp
  refine ⟨J * A, J * B, ?_, ?_, ?_⟩
  · rw [OrthonormalOrbitals, Matrix.conjTranspose_mul, Matrix.mul_assoc,
      ← Matrix.mul_assoc Jᴴ, hJ, Matrix.one_mul]
    exact hA
  · rw [OrthonormalOrbitals, Matrix.conjTranspose_mul, Matrix.mul_assoc,
      ← Matrix.mul_assoc Jᴴ, hJ, Matrix.one_mul]
    exact hB
  · rw [Matrix.conjTranspose_mul, Matrix.mul_assoc, ← Matrix.mul_assoc Jᴴ, hJ,
      Matrix.one_mul]
    exact hM
```

## The criterion

Given $A$ and $B$, remove from $B$ its projection onto the span of $A$, leaving $R=B-AM$. Then

$$\begin{aligned}R^\dagger R&=B^\dagger B-B^\dagger AM-M^\dagger A^\dagger B+M^\dagger A^\dagger AM\\&=1-M^\dagger M-M^\dagger M+M^\dagger M=1-M^\dagger M.\end{aligned}$$

For any vector $x$, $x^\dagger R^\dagger Rx=\|Rx\|^2\ge0$, which gives necessity. In the code, `key` is the identity $R^\dagger R=1-M^\dagger M$, and a Mathlib lemma supplies the positivity. For sufficiency, factor $1-M^\dagger M$ as $S^\dagger S$, build the two sets in dimension $n+k$, and embed them in the given space. The hypothesis `hc` makes room for that embedding.

```lean
/-- In a one-particle space of dimension at least `n + k`, an `n` by `k` matrix `M` is the
overlap matrix of two orthonormal orbital sets if and only if `1 - Mᴴ M` is positive
semidefinite. -/
theorem realisable_iff (hc : Fintype.card n + Fintype.card k ≤ Fintype.card ι)
    (M : Matrix n k ℂ) : Realisable ι M ↔ (1 - Mᴴ * M).PosSemidef := by
  constructor
  · rintro ⟨A, B, hA, hB, hM⟩
    unfold OrthonormalOrbitals at hA hB
    have hM' : Bᴴ * A = Mᴴ := by
      rw [← hM, Matrix.conjTranspose_mul, Matrix.conjTranspose_conjTranspose]
    have h1 : Bᴴ * (A * M) = Mᴴ * M := by rw [← Matrix.mul_assoc, hM']
    have h2 : Mᴴ * Aᴴ * B = Mᴴ * M := by rw [Matrix.mul_assoc, hM]
    have h3 : Mᴴ * Aᴴ * (A * M) = Mᴴ * M := by
      rw [Matrix.mul_assoc, ← Matrix.mul_assoc Aᴴ, hA, Matrix.one_mul]
    -- the part of `B` outside the span of `A` has Gram matrix `1 - Mᴴ M`
    have key : (B - A * M)ᴴ * (B - A * M) = 1 - Mᴴ * M := by
      rw [Matrix.conjTranspose_sub, Matrix.conjTranspose_mul, Matrix.sub_mul,
        Matrix.mul_sub, Matrix.mul_sub, hB, h1, h2, h3, sub_self, sub_zero]
    rw [← key]
    exact Matrix.posSemidef_conjTranspose_mul_self _
  · intro h
    obtain ⟨S, hS⟩ := exists_gram_factor h
    have hr : Realisable (n ⊕ k) M := ⟨_, _, explicit_orbitals M S hS⟩
    exact hr.enlarge (by rw [Fintype.card_sum]; exact hc)
```

For sets of equal size, dimension $2n$ is enough. Here `n` is a natural number, and `Fin n` labels the orbitals.

```lean
/-- A complex `n` by `n` matrix `M` equals `Aᴴ B` for two `2n` by `n` matrices with orthonormal
columns if and only if `1 - Mᴴ M` is positive semidefinite. -/
theorem square_overlap_iff {n : ℕ} (M : Matrix (Fin n) (Fin n) ℂ) :
    (∃ A B : Matrix (Fin (2 * n)) (Fin n) ℂ, Aᴴ * A = 1 ∧ Bᴴ * B = 1 ∧ Aᴴ * B = M) ↔
      (1 - Mᴴ * M).PosSemidef :=
  realisable_iff (ι := Fin (2 * n)) (by simp only [Fintype.card_fin]; omega) M
```

## Why the dimension is n + k

If $M=0$, the columns of $A$ and $B$ together are orthonormal:

$$(A\;\,B)^\dagger(A\;\,B)=1_{n+k}.$$

This identity has rank $n+k$, which cannot exceed the number of basis functions. Conversely, when there is room, the criterion applies because $1-0=1$ is positive semidefinite. The bound therefore cannot be lowered for all $M$ at once, although a particular $M$ may need less: $M=1$ is realised by $A=B$ in dimension $n$.

```lean
/-- Two mutually orthogonal sets of `n` and `k` orthonormal orbitals exist if and only if the
one-particle space has dimension at least `n + k`. -/
theorem zero_realisable_iff :
    Realisable ι (0 : Matrix n k ℂ) ↔
      Fintype.card n + Fintype.card k ≤ Fintype.card ι := by
  constructor
  · rintro ⟨A, B, hA, hB, hAB⟩
    unfold OrthonormalOrbitals at hA hB
    have hBA : Bᴴ * A = 0 := by
      have h := congrArg Matrix.conjTranspose hAB
      simpa [Matrix.conjTranspose_mul] using h
    -- together the two sets are orthonormal, so their number is at most the dimension
    have hC : (fromCols A B)ᴴ * fromCols A B = 1 := by
      ext i j
      rcases i with i | i <;> rcases j with j | j
      · simpa [Matrix.mul_apply, Matrix.one_apply] using congrFun (congrFun hA i) j
      · simpa [Matrix.mul_apply, Matrix.one_apply] using congrFun (congrFun hAB i) j
      · simpa [Matrix.mul_apply, Matrix.one_apply] using congrFun (congrFun hBA i) j
      · simpa [Matrix.mul_apply, Matrix.one_apply] using congrFun (congrFun hB i) j
    have h1 := Matrix.rank_mul_le_right (fromCols A B)ᴴ (fromCols A B)
    rw [hC, Matrix.rank_one, Fintype.card_sum] at h1
    exact h1.trans (Matrix.rank_le_card_height _)
  · intro hc
    rw [realisable_iff hc]
    simpa using (Matrix.PosSemidef.one : (1 : Matrix k k ℂ).PosSemidef)

end RealisableOverlap
```

```lean
#print axioms RealisableOverlap.realisable_iff
-- 'RealisableOverlap.realisable_iff' depends on axioms: [propext, Classical.choice, Quot.sound]
#print axioms RealisableOverlap.square_overlap_iff
-- 'RealisableOverlap.square_overlap_iff' depends on axioms: [propext, Classical.choice, Quot.sound]
#print axioms RealisableOverlap.zero_realisable_iff
-- 'RealisableOverlap.zero_realisable_iff' depends on axioms: [propext, Classical.choice, Quot.sound]
```

## One alpha and one beta orbital

Suppose a calculation gives $M=(0.8)$. Then $1-M^\dagger M=0.36$ and one may take $S=(0.6)$: the beta orbital is $0.8$ times the alpha orbital plus $0.6$ times a normalised function orthogonal to it. For a single unrestricted determinant with $n\ge k$, the usual formula for $\langle \hat S^2\rangle$ puts the spin contamination at $\mathrm{tr}(1-M^\dagger M)$, here $0.36$; that formula is quoted, not derived in the Lean code.
